# For a Hermitian operator A on a finite-dimensional space, a real trial energy E and a nonzero trial state x, some eigenvalue lies within ‖Ax − Ex‖/‖x‖ of E

Let `A` be a Hermitian operator on a finite-dimensional complex inner product space, `x` a nonzero trial state that need not be normalised, and `E` any real trial energy. The theorem `exists_energy_near` says that if ‖Ax − Ex‖ ≤ r‖x‖, then `A` has a real eigenvalue ν with |ν − E| ≤ r. The attempt argues by contradiction: it supposes that every eigenvalue is further than `r` from `E` and expands `x` in an orthonormal eigenbasis. The squared norm of the residual would then exceed r²‖x‖², against the hypothesis. For that inequality to be strict, `x` must have a nonzero component along some eigenvector, and the proof fails while showing this.

As first written in Lean, the proof fails:

```lean
import Mathlib

open Finset

namespace ExistsEnergyNear

noncomputable section

variable {d : ℕ} {V : Type*} [NormedAddCommGroup V] [InnerProductSpace ℂ V]

/-- `E` is a real eigenvalue of the operator `A`. -/
def IsBandEnergy (A : V →L[ℂ] V) (E : ℝ) : Prop :=
  ∃ x : V, x ≠ 0 ∧ A x = (E : ℂ) • x

/-- If a nonzero trial state solves the eigenvalue equation of a Hermitian operator on a
finite-dimensional space at energy `E` up to a relative residual `r`, then some eigenvalue lies
within `r` of `E`. -/
theorem exists_energy_near [FiniteDimensional ℂ V] (A : V →L[ℂ] V)
    (hA : ∀ x y, inner ℂ (A x) y = inner ℂ x (A y)) {x : V} (hx : x ≠ 0) {E r : ℝ}
    (hr : ‖A x - (E : ℂ) • x‖ ≤ r * ‖x‖) :
    ∃ ν : ℝ, IsBandEnergy A ν ∧ |ν - E| ≤ r := by
  have hS : (A : V →ₗ[ℂ] V).IsSymmetric := fun x y => hA x y
  obtain ⟨b, e, hb⟩ : ∃ (b : OrthonormalBasis (Fin (Module.finrank ℂ V)) ℂ V)
      (e : Fin (Module.finrank ℂ V) → ℝ), ∀ i, A (b i) = (e i : ℂ) • b i :=
    ⟨hS.eigenvectorBasis rfl, hS.eigenvalues rfl, fun i => hS.apply_eigenvectorBasis rfl i⟩
  by_contra hcon
  have hgap : ∀ i, r < |e i - E| := fun i => lt_of_not_ge fun hle =>
    hcon ⟨e i, ⟨b i, b.orthonormal.ne_zero i, hb i⟩, hle⟩
  have hxpos : 0 < ‖x‖ := norm_pos_iff.mpr hx
  have hr0 : 0 ≤ r := nonneg_of_mul_nonneg_left ((norm_nonneg _).trans hr) hxpos
  -- Parseval's identity in the eigenbasis
  have hp : ∀ y : V, ∑ i, ‖inner ℂ (b i) y‖ ^ 2 = ‖y‖ ^ 2 := by
    intro y
    rw [← b.repr.norm_map y, EuclideanSpace.norm_sq_eq]
    simp only [OrthonormalBasis.repr_apply_apply]
  -- each component of the residual carries the factor `e i - E`
  have hc : ∀ i, ‖inner ℂ (b i) (A x - (E : ℂ) • x)‖ ^ 2
      = (e i - E) ^ 2 * ‖inner ℂ (b i) x‖ ^ 2 := by
    intro i
    have h1 : inner ℂ (b i) (A x - (E : ℂ) • x)
        = ((e i - E : ℝ) : ℂ) * inner ℂ (b i) x := by
      rw [inner_sub_right, ← hA, hb, inner_smul_left, inner_smul_right, Complex.conj_ofReal]
      push_cast
      ring
    rw [h1, norm_mul, Complex.norm_real, mul_pow, Real.norm_eq_abs, sq_abs]
  have hsq : ∀ i, r ^ 2 < (e i - E) ^ 2 := by
    intro i
    have h1 := pow_lt_pow_left₀ (hgap i) hr0 two_ne_zero
    rwa [sq_abs] at h1
  obtain ⟨j, hj⟩ : ∃ j, inner ℂ (b j) x ≠ 0 := by
    by_contra hall
    push Not at hall
    have h1 := hp x
    simp only [hall, norm_zero] at h1
    have h2 : 0 < ‖x‖ ^ 2 := by positivity
    simp at h1
    exact hx h1
  have hlt : ∑ i, r ^ 2 * ‖inner ℂ (b i) x‖ ^ 2
      < ∑ i, ‖inner ℂ (b i) (A x - (E : ℂ) • x)‖ ^ 2 := by
    refine Finset.sum_lt_sum (fun i _ => ?_) ⟨j, Finset.mem_univ j, ?_⟩
    · rw [hc]
      exact mul_le_mul_of_nonneg_right (hsq i).le (sq_nonneg _)
    · rw [hc]
      exact mul_lt_mul_of_pos_right (hsq j) (pow_pos (norm_pos_iff.mpr hj) 2)
  rw [← Finset.mul_sum, hp, hp] at hlt
  have h2 := pow_le_pow_left₀ (norm_nonneg _) hr 2
  rw [mul_pow] at h2
  linarith

end

end ExistsEnergyNear
```

Lean reports:

```
Main.lean:57:13: error: Application type mismatch: The argument
  h1
has type
  Eq.{1} 0 (‖x‖ ^ 2)
but is expected to have type
  Eq.{u_1 + 1} x 0
in the application
  hx h1
```

This version goes through:

```diff
@@ -48,12 +48,8 @@
     have h1 := pow_lt_pow_left₀ (hgap i) hr0 two_ne_zero
     rwa [sq_abs] at h1
-  obtain ⟨j, hj⟩ : ∃ j, inner ℂ (b j) x ≠ 0 := by
-    by_contra hall
-    push Not at hall
-    have h1 := hp x
-    simp only [hall, norm_zero] at h1
-    have h2 : 0 < ‖x‖ ^ 2 := by positivity
-    simp at h1
-    exact hx h1
+  have hne : ∑ i, ‖inner ℂ (b i) x‖ ^ 2 ≠ 0 := by
+    rw [hp]
+    exact (pow_pos hxpos 2).ne'
+  obtain ⟨j, _, hj⟩ := Finset.exists_ne_zero_of_sum_ne_zero hne
   have hlt : ∑ i, r ^ 2 * ‖inner ℂ (b i) x‖ ^ 2
       < ∑ i, ‖inner ℂ (b i) (A x - (E : ℂ) • x)‖ ^ 2 := by
@@ -62,5 +58,5 @@
       exact mul_le_mul_of_nonneg_right (hsq i).le (sq_nonneg _)
     · rw [hc]
-      exact mul_lt_mul_of_pos_right (hsq j) (pow_pos (norm_pos_iff.mpr hj) 2)
+      exact mul_lt_mul_of_pos_right (hsq j) (lt_of_le_of_ne (sq_nonneg _) (Ne.symm hj))
   rw [← Finset.mul_sum, hp, hp] at hlt
   have h2 := pow_le_pow_left₀ (norm_nonneg _) hr 2
```

Diagnosis. The message says that `hx h1` needs `h1` to be a proof of `x = 0`, but `h1` says `0 = ‖x‖ ^ 2`. With every component assumed zero, `simp at h1` reduced the sum in Parseval's identity to `0`, which stands on the left. The simp lemmas that would take a vanishing square down to `x = 0` match `‖x‖ ^ 2 = 0`, with the zero on the right, and `simp` did not turn the equation round. The fact `h2`, which contradicts `h1`, was never used.

The repair doesn't need `x = 0` at all. It rewrites the sum of squared components to `‖x‖ ^ 2` with `hp`, shows that this is nonzero from `hxpos`, and gets `j` from `Finset.exists_ne_zero_of_sum_ne_zero`.

Now `hj` says that the squared norm of the component is nonzero, where before it said this of the component itself, so `norm_pos_iff.mpr hj` would no longer fit. The last change therefore gets strict positivity from `sq_nonneg` and `hj`, using `lt_of_le_of_ne`.
